# For K = H − iΓ/2 with H and Γ Hermitian, the trace of i(KX − XK†) is Tr(ΓX)

An open system with finitely many states is given an effective Hamiltonian K = H − iΓ/2, where H and Γ are Hermitian matrices. The theorem says that for every complex matrix X the trace of i(KX − XK†) equals Tr(ΓX). If X is a density matrix evolving by dX/dt = −i(KX − XK†), with ħ = 1, this is the rate at which its trace falls; the statement itself contains no time evolution, and requires neither that Γ be positive nor that X be a density matrix. The proof first shows that i(K − K†) = Γ, for which it needs the conjugate of i/2, and then uses the linearity and cyclicity of the trace.

The failing Lean file:

```lean
import Mathlib

open Matrix

namespace TraceLossMap

noncomputable section

variable {n : Type*} [Fintype n] [DecidableEq n]

/-- The effective Hamiltonian `K = H - i Γ / 2` of an open system. -/
def effHam (H Γ : Matrix n n ℂ) : Matrix n n ℂ := H - (Complex.I / 2) • Γ

/-- The linear map `X ↦ i (K X - X Kᴴ)` on matrices. -/
def lossMap (K : Matrix n n ℂ) : Matrix n n ℂ →ₗ[ℂ] Matrix n n ℂ where
  toFun X := Complex.I • (K * X - X * Kᴴ)
  map_add' X Y := by
    rw [mul_add, add_mul]
    module
  map_smul' c X := by
    simp only [Matrix.mul_smul, Matrix.smul_mul, RingHom.id_apply]
    module

/-- For Hermitian `H` and `Γ` and any matrix `X`, the trace of `i (K X - X Kᴴ)` with
`K = H - i Γ / 2` is `Tr (Γ X)`. -/
theorem trace_lossMap {H Γ : Matrix n n ℂ} (hH : H.IsHermitian) (hΓ : Γ.IsHermitian)
    (X : Matrix n n ℂ) : (lossMap (effHam H Γ) X).trace = (Γ * X).trace := by
  have hs : star (Complex.I / 2) = -(Complex.I / 2) := by
    rw [Complex.star_def]
    apply Complex.ext <;> simp
  -- the anti-Hermitian part of `K` is the broadening
  have hK : Complex.I • (effHam H Γ - (effHam H Γ)ᴴ) = Γ := by
    rw [effHam, conjTranspose_sub, conjTranspose_smul, hH.eq, hΓ.eq, hs]
    ext i j
    simp only [Matrix.smul_apply, Matrix.sub_apply, smul_eq_mul]
    linear_combination (-Γ i j) * Complex.I_sq
  change (Complex.I • (effHam H Γ * X - X * (effHam H Γ)ᴴ)).trace = _
  conv_rhs => rw [← hK]
  rw [Matrix.smul_mul, Matrix.sub_mul, trace_smul, trace_smul, trace_sub, trace_sub,
    Matrix.trace_mul_comm X]

end

end TraceLossMap
```

The compiler's answer:

```
Main.lean:28:55: error: unsolved goals
case a
n : Type u_1
inst✝¹ : Fintype n
inst✝ : DecidableEq n
H Γ : Matrix n n ℂ
hH : H.IsHermitian
hΓ : Γ.IsHermitian
X : Matrix n n ℂ
⊢ (-Complex.I / (starRingEnd ℂ) 2).re = 0

case a
n : Type u_1
inst✝¹ : Fintype n
inst✝ : DecidableEq n
H Γ : Matrix n n ℂ
hH : H.IsHermitian
hΓ : Γ.IsHermitian
X : Matrix n n ℂ
⊢ (-Complex.I / (starRingEnd ℂ) 2).im = -2⁻¹
```

Cause. The error is in the auxiliary fact `hs`, that the conjugate of i/2 is −i/2. `Complex.ext` splits this equation into real and imaginary parts, and the message shows what `simp` left of each. It had carried the conjugation through the quotient and turned the conjugate of i into −i, but the denominator was still `(starRingEnd ℂ) 2`, the conjugate of 2, which it had not reduced to 2. With the denominator in that form, `simp` did not work out the real and imaginary parts of the quotient, and both goals stayed open.

The repair does not split the equation. It rewrites the conjugate of the quotient with `map_div₀` and that of i with `Complex.conj_I`, and then supplies the missing step: `map_ofNat (starRingEnd ℂ) 2` says that conjugation sends the numeral 2 to itself. What remains is −i/2 = −(i/2), which `ring` proves.

The changed comment is mere tidying: it now gives the exact identity that `hK` states.

The mended proof, as a diff:

```diff
@@ -27,7 +27,7 @@
     (X : Matrix n n ℂ) : (lossMap (effHam H Γ) X).trace = (Γ * X).trace := by
   have hs : star (Complex.I / 2) = -(Complex.I / 2) := by
-    rw [Complex.star_def]
-    apply Complex.ext <;> simp
-  -- the anti-Hermitian part of `K` is the broadening
+    rw [Complex.star_def, map_div₀, Complex.conj_I, map_ofNat (starRingEnd ℂ) 2]
+    ring
+  -- `i (K - Kᴴ)` is the broadening `Γ`
   have hK : Complex.I • (effHam H Γ - (effHam H Γ)ᴴ) = Γ := by
     rw [effHam, conjTranspose_sub, conjTranspose_smul, hH.eq, hΓ.eq, hs]
```
